# With more fractional mode weights than response dimensions, their number can be reduced at fixed total response

The theorem `freeze_mode` concerns finitely many modes, each with a real weight between −1 and 1 and a coupling vector in a finite-dimensional real normed space. The total response is the sum of the coupling vectors multiplied by their weights. If the modes with weight strictly between −1 and 1 outnumber the dimension of that space, there are new weights, still between −1 and 1, that give the same response and leave strictly fewer such modes. The proof takes a nontrivial linear relation `G` among the couplings of these modes and shifts the weights along it by a step `t`, chosen so that a first weight reaches ±1.

In Lean, a first try:

```lean
import Mathlib

open Module

namespace SpecialDisplacementSigns

noncomputable section

variable {ι E : Type*} [Fintype ι] [NormedAddCommGroup E] [NormedSpace ℝ E]

/-- The modes whose weight lies strictly between minus one and one. -/
def partialModes (x : ι → ℝ) : Finset ι := Finset.univ.filter (fun v => |x v| < 1)

/-- Among more modes than the dimension of the observable space, the couplings satisfy a
nontrivial linear relation. -/
theorem exists_relation [FiniteDimensional ℝ E] (b : ι → E) (F : Finset ι)
    (hF : finrank ℝ E < F.card) :
    ∃ G : ι → ℝ, (∀ v, v ∉ F → G v = 0) ∧ ∑ v, G v • b v = 0 ∧ ∃ v, G v ≠ 0 := by
  classical
  have hdep : ¬ LinearIndependent ℝ (fun v : F => b v) := by
    intro hli
    have h := hli.fintype_card_le_finrank
    rw [Fintype.card_coe] at h
    omega
  obtain ⟨g, hg, i, hi⟩ := Fintype.not_linearIndependent_iff.1 hdep
  let G : ι → ℝ := fun v => if h : v ∈ F then g ⟨v, h⟩ else 0
  refine ⟨G, fun v hv => by simp [G, hv], ?_, i, by simpa [G] using hi⟩
  calc ∑ v, G v • b v = ∑ v ∈ F, G v • b v :=
        (Finset.sum_subset (Finset.subset_univ F) (fun v _ hv => by simp [G, hv])).symm
    _ = ∑ v : F, G v • b v := (Finset.sum_coe_sort F (fun v => G v • b v)).symm
    _ = 0 := by
        refine Eq.trans (Finset.sum_congr rfl ?_) hg
        intro v _
        simp [G]

/-- If more modes than the dimension carry fractional weights, the weights can be changed at
fixed total response so that fewer modes are fractional. -/
theorem freeze_mode [FiniteDimensional ℝ E] (b : ι → E) (x : ι → ℝ) (hx : ∀ v, |x v| ≤ 1)
    (hd : finrank ℝ E < (partialModes x).card) :
    ∃ y : ι → ℝ, (∀ v, |y v| ≤ 1) ∧ ∑ v, y v • b v = ∑ v, x v • b v ∧
      (partialModes y).card < (partialModes x).card := by
  classical
  obtain ⟨G, hG0, hGs, i, hi⟩ := exists_relation b _ hd
  -- the step length at which the first weight reaches plus or minus one
  obtain ⟨w, hw, hmin⟩ := Finset.exists_min_image (Finset.univ.filter (fun v => G v ≠ 0))
    (fun v => (|G v| - G v * x v) / (G v) ^ 2) ⟨i, by simp [hi]⟩
  have hw0 : G w ≠ 0 := (Finset.mem_filter.1 hw).2
  obtain ⟨t, ht⟩ : ∃ t, t = (|G w| - G w * x w) / (G w) ^ 2 := ⟨_, rfl⟩
  have ht0 : 0 ≤ t := by
    rw [ht]
    apply div_nonneg _ (sq_nonneg _)
    have h1 : G w * x w ≤ |G w| * |x w| := by
      rw [← abs_mul]
      exact le_abs_self _
    have h2 := mul_le_mul_of_nonneg_left (hx w) (abs_nonneg (G w))
    linarith
  have htw : t * (G w) ^ 2 = |G w| - G w * x w := by
    rw [ht]
    exact div_mul_cancel₀ _ (pow_ne_zero 2 hw0)
  have hyw : |x w + t * G w| = 1 := by
    have h1 : G w * (x w + t * G w) = |G w| := by linear_combination htw
    have h2 := congrArg abs h1
    rw [abs_mul, abs_abs] at h2
    exact mul_left_cancel₀ (abs_ne_zero.2 hw0) (h2.trans (mul_one _).symm)
  refine ⟨fun v => x v + t * G v, ?_, ?_, ?_⟩
  · intro v
    have hxv := abs_le.1 (hx v)
    by_cases hv : G v = 0
    · simpa [hv] using hx v
    have h1 : t * (G v) ^ 2 ≤ |G v| - G v * x v := by
      have h := hmin v (by simp [hv])
      rw [← ht] at h
      exact (le_div_iff₀ (by positivity)).1 h
    rcases lt_or_gt_of_ne hv with hneg | hpos
    · rw [abs_of_neg hneg] at h1
      have h2 : -(x v + t * G v) ≤ 1 :=
        le_of_mul_le_mul_left (by nlinarith) (neg_pos.2 hneg)
      have h3 := mul_nonneg ht0 (neg_pos.2 hneg).le
      exact abs_le.2 ⟨by linarith, by linarith⟩
    · rw [abs_of_pos hpos] at h1
      have h2 : x v + t * G v ≤ 1 := le_of_mul_le_mul_left (by nlinarith) hpos
      have h3 := mul_nonneg ht0 hpos.le
      exact abs_le.2 ⟨by linarith, h2⟩
  · simp only [add_smul, mul_smul, Finset.sum_add_distrib]
    rw [← Finset.smul_sum, hGs, smul_zero, add_zero]
  · apply Finset.card_lt_card
    refine (Finset.ssubset_iff_of_subset ?_).2 ⟨w, ?_, ?_⟩
    · intro v hv
      by_contra hn
      have h := (Finset.mem_filter.1 hv).2
      rw [hG0 v hn, mul_zero, add_zero] at h
      exact hn (Finset.mem_filter.2 ⟨Finset.mem_univ v, h⟩)
    · by_contra hn
      exact hw0 (hG0 w hn)
    · intro h
      exact absurd hyw (ne_of_lt (Finset.mem_filter.1 h).2)

end

end SpecialDisplacementSigns
```

Compiling this gives:

```
Main.lean:91:10: error: Tactic `rewrite` failed: Did not find an occurrence of the pattern
  G v
in the target expression
  |(fun v => x v + t * G v) v| < 1

case refine_3.refine_1
ι : Type u_1
E : Type u_2
inst✝³ : Fintype ι
inst✝² : NormedAddCommGroup E
inst✝¹ : NormedSpace ℝ E
inst✝ : FiniteDimensional ℝ E
b : ι → E
x : ι → ℝ
hx : ∀ (v : ι), |x v| ≤ 1
hd : finrank ℝ E < (partialModes x).card
G : ι → ℝ
hG0 : ∀ v ∉ partialModes x, G v = 0
hGs : ∑ v, G v • b v = 0
i : ι
hi : G i ≠ 0
w : ι
hw : w ∈ {v | G v ≠ 0}
hmin : ∀ x' ∈ {v | G v ≠ 0}, (|G w| - G w * x w) / G w ^ 2 ≤ (|G x'| - G x' * x x') / G x' ^ 2
hw0 : G w ≠ 0
t : ℝ
ht : t = (|G w| - G w * x w) / G w ^ 2
ht0 : 0 ≤ t
htw : t * G w ^ 2 = |G w| - G w * x w
hyw : |x w + t * G w| = 1
v : ι
hv : v ∈ partialModes fun v => x v + t * G v
hn : v ∉ partialModes x
h : |(fun v => x v + t * G v) v| < 1
⊢ False
```

Diagnosis. The error arises in showing that every mode fractional after the shift was fractional before. There `h` comes from `Finset.mem_filter`, and its type contains the new weight as a function not yet applied: `|(fun v => x v + t * G v) v| < 1`. Inside the `fun`, the argument of `G` is the bound variable, not the particular mode `v` of the proof. The rewrite with `hG0 v hn`, which says `G v = 0` for that particular mode, therefore finds no occurrence of its left side. `rw` does not carry out the application before it searches.

The repair states the type of `h` as `|x v + t * G v| < 1`. Lean accepts the same proof term, since the two forms are equal by definition, by applying the function to its argument. Now `G v` stands in the open: the rewrite replaces it by zero, and `mul_zero` and `add_zero` leave `|x v| < 1`, which the next line needs to contradict `hn`.

As a diff, the version that Lean accepts:

```diff
@@ -88,5 +88,5 @@
     · intro v hv
       by_contra hn
-      have h := (Finset.mem_filter.1 hv).2
+      have h : |x v + t * G v| < 1 := (Finset.mem_filter.1 hv).2
       rw [hG0 v hn, mul_zero, add_zero] at h
       exact hn (Finset.mem_filter.2 ⟨Finset.mem_univ v, h⟩)
```
